# Elastic softening in a Landau model: relaxing the order parameter lowers the modulus from C to C − 2L²/b

To obtain an elastic constant from total energies, one strains the cell in small steps, relaxes the internal coordinates at each strain, and fits the curvature of the energy per unit of unstrained volume. The fit can give a smaller value than it would with the internal coordinates held fixed. In the Landau model below, which has one order parameter Q and one uniform strain e, the size of this reduction can be computed exactly. For b > 0, a nonzero coupling L and strains with a + 2Le < 0, relaxation lowers the curvature from C to C − 2L²/b. For a < 0 and b, C > 0, the sign of the lowered modulus also decides whether the energy is bounded below.

## The energy and the softened modulus

```lean
import Mathlib

open Filter Topology

namespace LandauElasticSoftening

noncomputable section
```

These lines load Mathlib and make the notation `𝓝 e` available, which stands for the neighbourhoods of a point e.

```lean
/-- Landau energy of an order parameter `Q` coupled to a strain `e` through `L e Q²`. -/
def energy (a b C L Q e : ℝ) : ℝ :=
  a * Q ^ 2 / 2 + b * Q ^ 4 / 4 + C * e ^ 2 / 2 + L * e * Q ^ 2
```

This is the model itself, an energy per unit of unstrained volume, given as a real function of Q and e with four real coefficients:

F(Q, e) = aQ²/2 + bQ⁴/4 + Ce²/2 + LeQ²

The coefficient a sets the stability of the unstrained state Q = 0, and a < 0 means that this state is unstable. A positive b stands for the resistance that keeps Q finite at fixed strain. C is the bare modulus, measured with Q held fixed, and L couples the strain to Q². The factors 1/2 and 1/4 are conventions that fix the numerical factors in all later formulas. The model has no spatial variation and no thermal fluctuations, and its coefficients are given numbers.

```lean
/-- Energy at fixed strain `e`, as the infimum over the order parameter; meant for `b > 0`,
where the infimum is finite. -/
def relaxedEnergy (a b C L e : ℝ) : ℝ := ⨅ Q : ℝ, energy a b C L Q e
```

The symbol `⨅ Q : ℝ` is the infimum over all real Q. The relaxed energy is thus defined by the minimization, and its closed form has to be proved.

```lean
/-- The softened elastic modulus `C - 2L²/b`, for `b ≠ 0`. -/
def softModulus (b C L : ℝ) : ℝ := C - 2 * L ^ 2 / b
```

This names the softened modulus, written K from here on:

K = C − 2L²/b

## Relaxing Q at fixed strain

```lean
variable {a b C L : ℝ}

/-- For `b ≠ 0` the energy at fixed strain is a perfect square in `Q²` plus a function of
the strain. -/
theorem energy_eq_square (hb : b ≠ 0) (Q e : ℝ) :
    energy a b C L Q e = C * e ^ 2 / 2 - (a + 2 * L * e) ^ 2 / (4 * b)
      + b / 4 * (Q ^ 2 + (a + 2 * L * e) / b) ^ 2 := by
  unfold energy
  field_simp
  ring
```

The `variable` line declares the coefficients as arbitrary real numbers. In the theorem, `hb` is the name of the hypothesis b ≠ 0, the claim follows the colon, and the proof starts at `by`.

By hand, write s = a + 2Le and collect the terms in Q:

F = Ce²/2 + sQ²/2 + bQ⁴/4

Completing the square in Q² gives

F = Ce²/2 − s²/(4b) + (b/4)(Q² + s/b)²

In the proof, `field_simp` clears the denominators and `ring` checks the remaining polynomial identity.

```lean
/-- For `b > 0` and `a + 2Le < 0`, the least energy at fixed strain `e` is
`Ce²/2 - (a + 2Le)²/(4b)`, and it is reached at some `Q` with `Q² = -(a + 2Le)/b`. -/
theorem exists_relaxed_order (hb : 0 < b) {e : ℝ} (hs : a + 2 * L * e < 0) :
    ∃ Q : ℝ, Q ^ 2 = -(a + 2 * L * e) / b ∧
      energy a b C L Q e = C * e ^ 2 / 2 - (a + 2 * L * e) ^ 2 / (4 * b) ∧
      relaxedEnergy a b C L e = energy a b C L Q e := by
  have hQ : (√(-(a + 2 * L * e) / b)) ^ 2 = -(a + 2 * L * e) / b :=
    Real.sq_sqrt (div_nonneg (by linarith) hb.le)
  have hE : energy a b C L (√(-(a + 2 * L * e) / b)) e
      = C * e ^ 2 / 2 - (a + 2 * L * e) ^ 2 / (4 * b) := by
    rw [energy_eq_square hb.ne', hQ]
    ring
  refine ⟨_, hQ, hE, ?_⟩
  -- the square vanishes at this `Q` and is nonnegative elsewhere
  have hleast : IsLeast (Set.range fun Q : ℝ => energy a b C L Q e)
      (energy a b C L (√(-(a + 2 * L * e) / b)) e) := by
    refine ⟨⟨_, rfl⟩, ?_⟩
    rintro _ ⟨Q, rfl⟩
    change _ ≤ energy a b C L Q e
    rw [hE, energy_eq_square hb.ne' Q e]
    have : 0 ≤ b / 4 * (Q ^ 2 + (a + 2 * L * e) / b) ^ 2 := by positivity
    linarith
  exact hleast.csInf_eq
```

The statement says that if b > 0 and s < 0, there is a Q with three properties, joined by `∧`. It satisfies Q² = −s/b, its energy is Ce²/2 − s²/(4b), and this energy equals the relaxed energy. The infimum is therefore attained.

The argument reads off the completed square. Since −s/b is positive, it has a real square root, and at that Q the square vanishes. At every other Q the square is nonnegative, so the energy is no lower. In Lean, `hQ` is the property of the square root, `hE` evaluates the energy there, and `hleast` states that this value is the least one.

## Stress and modulus on either side of a + 2Le = 0

```lean
/-- A function that agrees near `e` with a parabola `p x²/2 + q x + r` has slope `p e + q`
and second derivative `p` at `e`. -/
theorem derivs_of_parabola {g : ℝ → ℝ} {p q r e : ℝ}
    (h : g =ᶠ[𝓝 e] fun x => p / 2 * (x * x) + q * x + r) :
    HasDerivAt g (p * e + q) e ∧ HasDerivAt (deriv g) p e := by
  have hd : ∀ x : ℝ, HasDerivAt (fun x => p / 2 * (x * x) + q * x + r) (p * x + q) x := by
    intro x
    have h1 := ((((hasDerivAt_id' x).fun_mul (hasDerivAt_id' x)).const_mul (p / 2)).fun_add
      ((hasDerivAt_id' x).const_mul q)).add_const r
    exact h1.congr_deriv (by ring)
  have hd' : deriv (fun x : ℝ => p / 2 * (x * x) + q * x + r) = fun x => p * x + q :=
    funext fun x => (hd x).deriv
  have h2 : HasDerivAt (fun x : ℝ => p * x + q) p e :=
    (((hasDerivAt_id' e).const_mul p).add_const q).congr_deriv (by ring)
  have h3 := h.deriv
  rw [hd'] at h3
  exact ⟨(hd e).congr_of_eventuallyEq h, h2.congr_of_eventuallyEq h3⟩
```

`HasDerivAt g v e` means that g is differentiable at e with derivative v. The hypothesis `h` says that g agrees with the parabola px²/2 + qx + r at all points close enough to e. The conclusion is that g has slope pe + q and second derivative p at e.

Agreement at the single point e would not be enough. Agreement on a neighbourhood carries over to the first derivatives there, which can then be differentiated again; this is the step `h.deriv`.

```lean
/-- Elastic softening: for `b > 0` and `a + 2Le < 0`, the relaxed energy has first
derivative `(C - 2L²/b) e - aL/b` and second derivative `C - 2L²/b` in the strain. -/
theorem elastic_softening (hb : 0 < b) {e : ℝ} (hs : a + 2 * L * e < 0) :
    HasDerivAt (relaxedEnergy a b C L) (softModulus b C L * e - a * L / b) e ∧
      HasDerivAt (deriv (relaxedEnergy a b C L)) (softModulus b C L) e := by
  have hc : Continuous fun x : ℝ => a + 2 * L * x := by fun_prop
  have hev : ∀ᶠ x in 𝓝 e, a + 2 * L * x < 0 :=
    hc.continuousAt.eventually_lt continuousAt_const hs
  have h : relaxedEnergy a b C L =ᶠ[𝓝 e] fun x =>
      softModulus b C L / 2 * (x * x) + (-(a * L / b)) * x + (-(a ^ 2 / (4 * b))) := by
    filter_upwards [hev] with x hx
    obtain ⟨Q, -, hE, hR⟩ := exists_relaxed_order (C := C) hb hx
    rw [hR, hE]
    unfold softModulus
    field_simp
    ring
  have h' := derivs_of_parabola h
  exact ⟨h'.1.congr_deriv (by ring), h'.2⟩
```

Expand the relaxed energy found above:

Ce²/2 − (a + 2Le)²/(4b) = Ce²/2 − a²/(4b) − aLe/b − L²e²/b

= Ke²/2 − (aL/b)e − a²/(4b)

Differentiating once gives the stress, here the derivative of the energy with respect to strain:

Ke − aL/b

Differentiating again gives the modulus K. The formula may be differentiated because a + 2Lx is continuous in x, so it stays negative for strains x near e. That is `hev` in the proof. The fact `h` then identifies the relaxed energy with the parabola on this neighbourhood, and the preceding lemma supplies both derivatives.

```lean
/-- For `b > 0` and `a + 2Le > 0`, the relaxed energy has first derivative `C e` and second
derivative `C` in the strain. -/
theorem bare_modulus (hb : 0 < b) {e : ℝ} (hs : 0 < a + 2 * L * e) :
    HasDerivAt (relaxedEnergy a b C L) (C * e) e ∧
      HasDerivAt (deriv (relaxedEnergy a b C L)) C e := by
  have hc : Continuous fun x : ℝ => a + 2 * L * x := by fun_prop
  have hev : ∀ᶠ x in 𝓝 e, 0 < a + 2 * L * x :=
    continuousAt_const.eventually_lt hc.continuousAt hs
  have h : relaxedEnergy a b C L =ᶠ[𝓝 e] fun x => C / 2 * (x * x) + 0 * x + 0 := by
    filter_upwards [hev] with x hx
    -- here the minimum over the order parameter sits at `Q = 0`
    have hleast : IsLeast (Set.range fun Q : ℝ => energy a b C L Q x)
        (C / 2 * (x * x) + 0 * x + 0) := by
      refine ⟨⟨0, by simp only [energy]; ring⟩, ?_⟩
      rintro _ ⟨Q, rfl⟩
      have h1 : 0 ≤ (a + 2 * L * x) * Q ^ 2 := mul_nonneg hx.le (sq_nonneg Q)
      have h2 : 0 ≤ b * Q ^ 4 := by positivity
      simp only [energy]
      linarith
    exact hleast.csInf_eq
  have h' := derivs_of_parabola h
  exact ⟨h'.1.congr_deriv (by ring), h'.2⟩
```

When s > 0 and b > 0, both terms containing Q are nonnegative:

sQ²/2 + bQ⁴/4 ≥ 0

The minimum lies at Q = 0, the relaxed energy is Ce²/2, and its derivatives are Ce and C. The proof has the same structure as before, with `hleast` now placing the minimum at Q = 0.

For L ≠ 0 both signs of s occur, and the moduli on the two sides differ by 2L²/b. A fit whose strains straddle the point s = 0 would mix the two curvatures.

## Ground states

```lean
/-- For nonzero `b` and nonzero softened modulus, the energy is a constant plus one square
for the strain and one for the order parameter. -/
theorem energy_two_squares (hb : b ≠ 0) (hK : softModulus b C L ≠ 0) (Q e : ℝ) :
    energy a b C L Q e =
      -(a ^ 2 / (4 * b)) - a ^ 2 * L ^ 2 / (2 * b ^ 2 * softModulus b C L)
      + softModulus b C L / 2 * (e - a * L / (b * softModulus b C L)) ^ 2
      + b / 4 * (Q ^ 2 + (a + 2 * L * e) / b) ^ 2 := by
  have hC : C = softModulus b C L + 2 * L ^ 2 / b := by unfold softModulus; ring
  generalize softModulus b C L = K at hC hK ⊢
  subst hC
  unfold energy
  field_simp
  ring
```

A second completed square, this time in the strain, uses K ≠ 0:

Ke²/2 − (aL/b)e = (K/2)(e − aL/(bK))² − a²L²/(2b²K)

Together with the first square this gives

F = −a²/(4b) − a²L²/(2b²K) + (K/2)(e − aL/(bK))² + (b/4)(Q² + s/b)²

Lean substitutes C = K + 2L²/b, treats K as an independent symbol, and checks the identity algebraically.

```lean
/-- For `a < 0`, `b > 0` and positive softened modulus `K`, the global minimizers of the
energy are exactly the states with `Q² = -aC/(bK)` and `e = aL/(bK)`. -/
theorem ground_state_iff (ha : a < 0) (hb : 0 < b) (hK : 0 < softModulus b C L) (Q e : ℝ) :
    (∀ Q' e', energy a b C L Q e ≤ energy a b C L Q' e') ↔
      Q ^ 2 = -(a * C) / (b * softModulus b C L) ∧
        e = a * L / (b * softModulus b C L) := by
  have hC : 0 < C := by
    have h1 : 0 ≤ 2 * L ^ 2 / b := by positivity
    have h2 := hK
    unfold softModulus at h2
    linarith
  have hs : a + 2 * L * (a * L / (b * softModulus b C L)) = a * C / softModulus b C L := by
    have hC' : C = softModulus b C L + 2 * L ^ 2 / b := by unfold softModulus; ring
    generalize softModulus b C L = K at hC' hK ⊢
    subst hC'
    field_simp
  constructor
  · intro h
    obtain ⟨Q₀, h₀, -, -⟩ := exists_relaxed_order (C := C) hb
      (show a + 2 * L * (a * L / (b * softModulus b C L)) < 0 by
        rw [hs]; exact div_neg_of_neg_of_pos (mul_neg_of_neg_of_pos ha hC) hK)
    -- compare with a state in which both squares vanish
    have h1 := h Q₀ (a * L / (b * softModulus b C L))
    rw [energy_two_squares hb.ne' hK.ne' Q e, energy_two_squares hb.ne' hK.ne' Q₀ _, h₀,
      neg_div, neg_add_cancel, sub_self] at h1
    have p1 : 0 ≤ softModulus b C L / 2 * (e - a * L / (b * softModulus b C L)) ^ 2 := by
      positivity
    have p2 : 0 ≤ b / 4 * (Q ^ 2 + (a + 2 * L * e) / b) ^ 2 := by positivity
    have z1 : softModulus b C L / 2 * (e - a * L / (b * softModulus b C L)) ^ 2 = 0 := by
      linarith
    have z2 : b / 4 * (Q ^ 2 + (a + 2 * L * e) / b) ^ 2 = 0 := by linarith
    have he := sub_eq_zero.mp ((pow_eq_zero_iff two_ne_zero).mp
      ((mul_eq_zero.mp z1).resolve_left (by positivity)))
    have hq := (pow_eq_zero_iff two_ne_zero).mp
      ((mul_eq_zero.mp z2).resolve_left (by positivity))
    rw [he, hs] at hq
    exact ⟨by linear_combination hq, he⟩
  · rintro ⟨hQ, he⟩ Q' e'
    have z : Q ^ 2 + (a + 2 * L * e) / b = 0 := by
      rw [he, hs, hQ]
      ring
    rw [energy_two_squares hb.ne' hK.ne' Q e, energy_two_squares hb.ne' hK.ne' Q' e', z,
      he, sub_self]
    have p1 : 0 ≤ softModulus b C L / 2 * (e' - a * L / (b * softModulus b C L)) ^ 2 := by
      positivity
    have p2 : 0 ≤ b / 4 * (Q' ^ 2 + (a + 2 * L * e') / b) ^ 2 := by positivity
    linarith
```

The left side of `↔` says that no pair (Q′, e′) has lower energy than (Q, e), so (Q, e) is a global minimizer. For a < 0, b > 0 and K > 0, this holds exactly when

Q² = −aC/(bK) and e = aL/(bK)

To see this, set both squares to zero. The square in the strain fixes e. Since bK + 2L² = bC, that strain gives

s = a + 2aL²/(bK) = a(bK + 2L²)/(bK) = aC/K

C is positive because C = K + 2L²/b, so s is negative and Q² = −s/b has a real solution. The two signs of Q give two ground states with the same strain.

In the forward direction, Lean compares a given minimizer with a state `Q₀` in which both squares vanish. The minimizer's two nonnegative squares then have a sum of at most zero, so each is zero. In the reverse direction, any other state adds nonnegative squares to the same constant.

In the uncoupled limit L = 0 the modulus is K = C, and the ground states have Q² = −a/b and e = 0. There is then neither softening nor spontaneous strain.

## Stability and the two orders of elimination

```lean
/-- Stability criterion: for `a < 0` and `b, C > 0`, the energy is bounded below over all
order parameters and strains exactly when the softened modulus is positive. -/
theorem bounded_below_iff (ha : a < 0) (hb : 0 < b) (hC : 0 < C) :
    BddBelow (Set.range fun p : ℝ × ℝ => energy a b C L p.1 p.2) ↔
      0 < softModulus b C L := by
  constructor
  · rintro ⟨m, hm⟩
    by_contra hK
    have hL : L ≠ 0 := by
      rintro rfl
      exact hK (by simpa [softModulus] using hC)
    have ha' := ha.ne
    obtain ⟨t, ht, hat⟩ : ∃ t : ℝ, 0 < t ∧ a * t / b = -(|m| + 1) :=
      ⟨b * (|m| + 1) / (-a), div_pos (by positivity) (by linarith), by field_simp⟩
    have se : a + 2 * L * (-t / L) = a - 2 * t := by
      linear_combination (-2 * t) * mul_inv_cancel₀ hL
    -- follow the relaxed order parameter along the strain `e = -t/L`
    obtain ⟨Q, -, hE, -⟩ := exists_relaxed_order (C := C) hb
      (show a + 2 * L * (-t / L) < 0 by rw [se]; linarith)
    have h1 : m ≤ energy a b C L Q (-t / L) := hm ⟨(Q, -t / L), rfl⟩
    have h2 : energy a b C L Q (-t / L)
        = softModulus b C L * (t / L) ^ 2 / 2 + a * t / b - a ^ 2 / (4 * b) := by
      rw [hE, se]
      unfold softModulus
      field_simp
      ring
    have h3 : 0 ≤ -softModulus b C L * (t / L) ^ 2 :=
      mul_nonneg (by linarith [not_lt.mp hK]) (sq_nonneg _)
    have h4 : 0 ≤ a ^ 2 / (4 * b) := by positivity
    linarith [neg_abs_le m]
  · intro hK
    refine ⟨-(a ^ 2 / (4 * b)) - a ^ 2 * L ^ 2 / (2 * b ^ 2 * softModulus b C L), ?_⟩
    rintro _ ⟨⟨Q, e⟩, rfl⟩
    change _ ≤ energy a b C L Q e
    rw [energy_two_squares hb.ne' hK.ne' Q e]
    have p1 : 0 ≤ softModulus b C L / 2 * (e - a * L / (b * softModulus b C L)) ^ 2 := by
      positivity
    have p2 : 0 ≤ b / 4 * (Q ^ 2 + (a + 2 * L * e) / b) ^ 2 := by positivity
    linarith
```

`BddBelow (Set.range ...)` says that some real number lies below every value of the energy, with Q and e both free. For a < 0 and b, C > 0, this happens exactly when K > 0. The marginal case K = 0 is unstable.

If K > 0, the two squares are nonnegative, and the constant in front of them is a lower bound. Suppose instead that K ≤ 0 and that m is a lower bound. Then L ≠ 0, since L = 0 would give K = C > 0. Take the strain e = −t/L with t > 0. Now s = a − 2t is negative, and the relaxed Q has energy

K(t/L)²/2 + at/b − a²/(4b) ≤ at/b

Because a < 0, the right side falls without limit as t grows. Lean chooses t so that at/b = −(|m| + 1), which is below m, and reaches a contradiction.

The condition a < 0 matters. Take b = 2 and C = L = 1, so that K = 0. The energy is then

F = aQ²/2 + (e + Q²)²/2

For a = 1 this is never negative, although K is not positive. For a = −1, following e = −Q² gives F = −Q²/2, which has no lower bound.

```lean
/-- For `b, C > 0`, the softened modulus `C - 2L²/b` is positive exactly when
`b - 2L²/C` is positive. -/
theorem softModulus_pos_iff (hb : 0 < b) (hC : 0 < C) :
    0 < softModulus b C L ↔ 0 < b - 2 * L ^ 2 / C := by
  unfold softModulus
  rw [sub_pos, sub_pos, div_lt_iff₀ hb, div_lt_iff₀ hC, mul_comm C b]

end

end LandauElasticSoftening
```

For b, C > 0, each of the two inequalities says that bC > 2L², and the proof rewrites both into that form.

The second combination, b − 2L²/C, appears when the strain is eliminated first. Minimizing F over e gives e = −LQ²/C and leaves

aQ²/2 + (b − 2L²/C)Q⁴/4

The elimination in these last lines is done by hand. The theorem says that the two combinations are positive together. They are also negative together, since for b, C > 0 each has the sign of bC − 2L². In this model of one order parameter and one strain, a quartic coefficient that strain relaxation turns negative and a negative relaxed modulus are thus the same warning: for a < 0, the energy truncated at fourth order has no ground state.

```lean
#print axioms LandauElasticSoftening.elastic_softening
#print axioms LandauElasticSoftening.ground_state_iff
#print axioms LandauElasticSoftening.bounded_below_iff
#print axioms LandauElasticSoftening.softModulus_pos_iff
```

```
'LandauElasticSoftening.elastic_softening' depends on axioms: [propext, Classical.choice, Quot.sound]
'LandauElasticSoftening.ground_state_iff' depends on axioms: [propext, Classical.choice, Quot.sound]
'LandauElasticSoftening.bounded_below_iff' depends on axioms: [propext, Classical.choice, Quot.sound]
'LandauElasticSoftening.softModulus_pos_iff' depends on axioms: [propext, Classical.choice, Quot.sound]
```
